# The Bijvoet difference as a sum over atom pairs, and when it vanishes for all phases

For finitely many atoms with complex scattering factors \(f_j\) and real phases \(a_j\), let \(F=\sum_j f_j e^{i a_j}\) and \(G=\sum_j f_j e^{-i a_j}\). Then

\[
|F|^2-|G|^2=-2\sum_{j,k}\operatorname{Im}(f_j\overline{f_k})\,\sin(a_j-a_k),
\]

where the sum runs over all ordered pairs. With the factors held fixed, the difference is zero for every choice of phases exactly when all \(f_j\) are real multiples of one complex number.

In kinematic diffraction with isotropic scattering factors, this difference carries the information on absolute structure: inverting all atomic positions exchanges \(F\) and \(G\) and so reverses its sign.

The atoms are labelled by an arbitrary finite type `ι`, and `conj` denotes complex conjugation.

In Lean 4 with Mathlib:

```lean
import Mathlib

open scoped ComplexConjugate

namespace BijvoetDifference

noncomputable section

variable {ι : Type*} [Fintype ι]
```

## Structure factor and Friedel mate

For a reflection \(\mathbf h\) and an atom at \(\mathbf r_j\), the phase is \(a_j=2\pi\,\mathbf h\cdot\mathbf r_j\). The factor \(f_j=f_j^0+f_j'+i f_j''\) contains the resonant corrections, and a real displacement factor or occupancy can be absorbed into it. The exponent has a positive sign; the opposite convention would exchange \(F\) and \(G\).

```lean
/-- The structure factor of atoms with complex scattering factors `f j` and
geometric phases `a j`. -/
def structureFactor (f : ι → ℂ) (a : ι → ℝ) : ℂ :=
  ∑ j, f j * Complex.exp ((a j : ℂ) * Complex.I)
```

The Friedel mate \(-\mathbf h\) has all phases reversed and the same \(f_j\). Keeping the factors unchanged is a physical assumption built into the definition: each atom scatters identically at \(\mathbf h\) and \(-\mathbf h\), which excludes, for example, anisotropic resonant scattering that differs between the two. Absorption, extinction and multiple scattering are also absent.

```lean
/-- The intensity of a reflection minus that of its Friedel mate, for which all
geometric phases are reversed. -/
def bijvoetDifference (f : ι → ℂ) (a : ι → ℝ) : ℝ :=
  ‖structureFactor f a‖ ^ 2 - ‖structureFactor f (fun j => -a j)‖ ^ 2
```

## The intensity in pair terms

Multiplying \(F\) by its conjugate gives

\[
|F|^2=\sum_{j,k} f_j\overline{f_k}\,e^{i(a_j-a_k)} .
\]

The left side is real, so each term may be replaced by its real part:

\[
|F|^2=\sum_{j,k}\bigl[\operatorname{Re}(f_j\overline{f_k})\cos(a_j-a_k)-\operatorname{Im}(f_j\overline{f_k})\sin(a_j-a_k)\bigr].
\]

The proof reaches the same expression from \((\operatorname{Re}F)^2+(\operatorname{Im}F)^2\). `Finset.sum_mul_sum` turns each square into a double sum, and the subtraction formulas for cosine and sine let `ring` match the terms.

```lean
/-- The intensity is a sum over pairs of atoms of a cosine term and a sine term in
the phase difference. -/
theorem intensity_eq_pair_sum (f : ι → ℂ) (a : ι → ℝ) :
    ‖structureFactor f a‖ ^ 2 =
      ∑ j, ∑ k, ((f j * conj (f k)).re * Real.cos (a j - a k)
        - (f j * conj (f k)).im * Real.sin (a j - a k)) := by
  rw [Complex.sq_norm, Complex.normSq_apply]
  simp only [structureFactor, Complex.re_sum, Complex.im_sum, Complex.mul_re,
    Complex.mul_im, Complex.exp_ofReal_mul_I_re, Complex.exp_ofReal_mul_I_im,
    Complex.conj_re, Complex.conj_im]
  rw [Finset.sum_mul_sum, Finset.sum_mul_sum, ← Finset.sum_add_distrib]
  refine Finset.sum_congr rfl fun j _ => ?_
  rw [← Finset.sum_add_distrib]
  refine Finset.sum_congr rfl fun k _ => ?_
  rw [Real.cos_sub, Real.sin_sub]
  ring
```

## Reversing the phases

Under \(a_j\to-a_j\), every difference \(a_j-a_k\) changes sign. The cosine terms are unchanged and cancel in \(|F|^2-|G|^2\). The sine terms change sign, so they add:

\[
-\operatorname{Im}(f_j\overline{f_k})\sin(a_j-a_k)-\operatorname{Im}(f_j\overline{f_k})\sin(a_j-a_k)
=-2\operatorname{Im}(f_j\overline{f_k})\sin(a_j-a_k).
\]

Summing over pairs gives the stated formula. The proof applies the intensity expansion to both reflections and compares them term by term.

```lean
/-- The Bijvoet difference is `-2` times the sum, over ordered pairs of atoms, of the imaginary part
of `f j * conj (f k)` times the sine of the phase difference. -/
theorem bijvoetDifference_eq (f : ι → ℂ) (a : ι → ℝ) :
    bijvoetDifference f a =
      -2 * ∑ j, ∑ k, (f j * conj (f k)).im * Real.sin (a j - a k) := by
  unfold bijvoetDifference
  rw [intensity_eq_pair_sum, intensity_eq_pair_sum, ← Finset.sum_sub_distrib,
    Finset.mul_sum]
  refine Finset.sum_congr rfl fun j _ => ?_
  rw [← Finset.sum_sub_distrib, Finset.mul_sum]
  refine Finset.sum_congr rfl fun k _ => ?_
  -- reversing the phases keeps the cosine and flips the sine
  have hs : -a j - -a k = -(a j - a k) := by ring
  rw [hs, Real.cos_neg, Real.sin_neg]
  ring
```

## Separating real and imaginary parts

Let \(S=\sum_{j,k}\operatorname{Re}f_j\,\operatorname{Im}f_k\,\sin(a_j-a_k)\). Since

\[
\operatorname{Im}(f_j\overline{f_k})=\operatorname{Im}f_j\operatorname{Re}f_k-\operatorname{Re}f_j\operatorname{Im}f_k ,
\]

the pair sum splits into two parts. Exchanging the names \(j\) and \(k\) in the first part reverses the sine, so that part equals \(-S\). The pair sum is therefore \(-S-S=-2S\), and

\[
|F|^2-|G|^2=4S .
\]

In the proof, `swap` is the exchange of names and `split` is the decomposition.

```lean
/-- The Bijvoet difference written with the real part of one scattering factor and
the imaginary part of the other. -/
theorem bijvoetDifference_eq_re_im (f : ι → ℂ) (a : ι → ℝ) :
    bijvoetDifference f a =
      4 * ∑ j, ∑ k, (f j).re * (f k).im * Real.sin (a j - a k) := by
  -- exchanging the two atoms changes the sign of the sine
  have swap : ∑ j, ∑ k, (f j).im * (f k).re * Real.sin (a j - a k) =
      -∑ j, ∑ k, (f j).re * (f k).im * Real.sin (a j - a k) := by
    rw [Finset.sum_comm, ← Finset.sum_neg_distrib]
    refine Finset.sum_congr rfl fun j _ => ?_
    rw [← Finset.sum_neg_distrib]
    refine Finset.sum_congr rfl fun k _ => ?_
    rw [← neg_sub (a j) (a k), Real.sin_neg]
    ring
  have split : ∑ j, ∑ k, (f j * conj (f k)).im * Real.sin (a j - a k) =
      ∑ j, ∑ k, (f j).im * (f k).re * Real.sin (a j - a k)
        - ∑ j, ∑ k, (f j).re * (f k).im * Real.sin (a j - a k) := by
    rw [← Finset.sum_sub_distrib]
    refine Finset.sum_congr rfl fun j _ => ?_
    rw [← Finset.sum_sub_distrib]
    refine Finset.sum_congr rfl fun k _ => ?_
    simp only [Complex.mul_im, Complex.conj_re, Complex.conj_im]
    ring
  rw [bijvoetDifference_eq, split, swap]
  ring
```

In a calculation, only atoms with \(\operatorname{Im}f_k\neq0\) need to enter the sum over \(k\). The double sum can also be avoided. With \(A=\sum_j \operatorname{Re}f_j\,e^{ia_j}\) and \(B=\sum_k \operatorname{Im}f_k\,e^{ia_k}\), regrouping the checked formula by hand gives \(4\operatorname{Im}(A\overline B)\). This needs two sums of linear cost and avoids subtracting two nearly equal intensities when the anomalous signal is weak.

## Two atoms

For atoms 0 and 1, the diagonal terms vanish because \(\sin 0=0\). The two remaining terms combine to

\[
4\bigl(\operatorname{Re}f_0\operatorname{Im}f_1-\operatorname{Re}f_1\operatorname{Im}f_0\bigr)\sin(a_0-a_1)
=-4\operatorname{Im}(f_0\overline{f_1})\sin(a_0-a_1).
\]

A signal requires both a relative phase between the factors other than 0 or \(\pi\) and a geometric phase difference that is not a multiple of \(\pi\). When the signal is non-zero, its sign checks the sign of the exponent relative to that of \(f_j''\) in a structure-factor program; reversing both leaves the difference unchanged.

```lean
/-- The Bijvoet difference of a structure with two atoms. -/
theorem bijvoetDifference_two_atoms (f : Fin 2 → ℂ) (a : Fin 2 → ℝ) :
    bijvoetDifference f a =
      -4 * (f 0 * conj (f 1)).im * Real.sin (a 0 - a 1) := by
  have hs : Real.sin (a 1 - a 0) = -Real.sin (a 0 - a 1) := by
    rw [← Real.sin_neg, neg_sub]
  rw [bijvoetDifference_eq_re_im]
  simp only [Fin.sum_univ_two, sub_self, Real.sin_zero, hs, Complex.mul_im,
    Complex.conj_re, Complex.conj_im]
  ring
```

## Isolating one pair

If every \(\operatorname{Im}(f_j\overline{f_k})\) is zero, the pair formula gives zero difference at all phases. For the converse, write \(M_{jk}=\operatorname{Im}(f_j\overline{f_k})\). The case \(j=k\) is immediate, since \(f_j\overline{f_j}\) is real.

For \(j\neq k\), put atom \(j\) at phase \(\pi/2\), atom \(k\) at phase \(q\), and all others at phase 0. Call the resulting difference \(D(q)\). At \(q=0\) and \(q=\pi\), only pairs containing \(j\) contribute:

\[
D(0)=-4\Bigl(M_{jk}+\sum_{l\ne j,k}M_{jl}\Bigr),\qquad
D(\pi)=-4\Bigl(-M_{jk}+\sum_{l\ne j,k}M_{jl}\Bigr).
\]

Hence \(M_{jk}=\tfrac18\,[D(\pi)-D(0)]\), which is zero if both differences vanish.

The proof evaluates the same two configurations directly from the structure factor. Its identity `hF` reads

\[
F=\sum_l f_l+f_j(e^{ip}-1)+f_k(e^{iq}-1)
\]

when atoms \(j\) and \(k\) have phases \(p\) and \(q\). The final `linear_combination` contains the coefficients \(-\tfrac18\) and \(\tfrac18\) of \(D(0)\) and \(D(\pi)\).

```lean
/-- The Bijvoet difference vanishes for every choice of the geometric phases exactly
when `f j * conj (f k)` is real for every pair of atoms. -/
theorem friedel_iff_pairwise_real (f : ι → ℂ) :
    (∀ a, bijvoetDifference f a = 0) ↔ ∀ j k, (f j * conj (f k)).im = 0 := by
  classical
  constructor
  · intro h j k
    by_cases hjk : j = k
    · rw [hjk]
      simp only [Complex.mul_im, Complex.conj_re, Complex.conj_im]
      ring
    have hkj : ¬ k = j := fun e => hjk e.symm
    -- atoms j and k carry phases p and q, all others phase zero
    have hF : ∀ p q : ℝ,
        structureFactor f (fun l => if l = j then p else if l = k then q else 0) =
          ∑ l, f l + f j * (Complex.exp ((p : ℂ) * Complex.I) - 1)
            + f k * (Complex.exp ((q : ℂ) * Complex.I) - 1) := by
      intro p q
      have hl : ∀ l, f l * Complex.exp
          (((if l = j then p else if l = k then q else 0 : ℝ) : ℂ) * Complex.I) =
          f l + (if l = j then f j * (Complex.exp ((p : ℂ) * Complex.I) - 1) else 0)
            + (if l = k then f k * (Complex.exp ((q : ℂ) * Complex.I) - 1) else 0) := by
        intro l
        by_cases h1 : l = j
        · simp only [h1, hjk, ↓reduceIte]
          ring
        · by_cases h2 : l = k
          · simp only [h2, hkj, ↓reduceIte]
            ring
          · simp [h1, h2]
      unfold structureFactor
      rw [Finset.sum_congr rfl fun l _ => hl l]
      simp [Finset.sum_add_distrib]
    have hneg : ∀ p q : ℝ,
        (fun l => -(if l = j then p else if l = k then q else 0)) =
          fun l => if l = j then -p else if l = k then -q else 0 := by
      intro p q
      funext l
      split_ifs <;> simp
    have hD : ∀ q : ℝ, _ := fun q =>
      h (fun l => if l = j then Real.pi / 2 else if l = k then q else 0)
    -- moving atom k from phase 0 to phase π isolates the pair (j, k)
    have h0 := hD 0
    have h1 := hD Real.pi
    unfold bijvoetDifference at h0 h1
    rw [hneg, hF, hF, Complex.sq_norm, Complex.sq_norm, Complex.normSq_apply,
      Complex.normSq_apply] at h0 h1
    simp only [Complex.add_re, Complex.add_im, Complex.sub_re, Complex.sub_im,
      Complex.mul_re, Complex.mul_im, Complex.one_re, Complex.one_im,
      Complex.exp_ofReal_mul_I_re, Complex.exp_ofReal_mul_I_im, Real.cos_neg,
      Real.sin_neg, Real.cos_pi_div_two, Real.sin_pi_div_two, Real.cos_pi,
      Real.sin_pi, Real.cos_zero, Real.sin_zero] at h0 h1
    simp only [Complex.mul_im, Complex.conj_re, Complex.conj_im]
    linear_combination (-1 / 8) * h0 + (1 / 8) * h1
  · intro h a
    rw [bijvoetDifference_eq]
    simp only [h, zero_mul, Finset.sum_const_zero, mul_zero]
```

The quantifier over phases matters. A centrosymmetric arrangement of equal atoms in inversion-related pairs has zero difference even when different elements have different complex phases; the criterion concerns the factors alone, with the geometry left free.

## One common complex direction

Suppose all \(f_j\overline{f_k}\) are real. If every factor is zero, take \(c=0\). Otherwise choose \(k\) with \(f_k\neq0\) and set \(c=f_k\). Then

\[
f_j=\frac{f_j\overline{f_k}}{|f_k|^2}\,f_k=r_j c,\qquad
r_j=\frac{\operatorname{Re}(f_j\overline{f_k})}{|f_k|^2}\in\mathbb R .
\]

Conversely, if \(f_j=r_jc\) and \(f_k=r_kc\), then \(f_j\overline{f_k}=r_jr_k|c|^2\) is real. The proof writes \(r_j\) in real and imaginary parts and verifies \(f_j=r_jc\) one component at a time.

```lean
/-- The Bijvoet difference vanishes for every choice of the geometric phases exactly
when all scattering factors are real multiples of one complex number. -/
theorem friedel_iff_common_phase (f : ι → ℂ) :
    (∀ a, bijvoetDifference f a = 0) ↔ ∃ c : ℂ, ∀ j, ∃ r : ℝ, f j = r * c := by
  rw [friedel_iff_pairwise_real]
  constructor
  · intro h
    by_cases hz : ∀ k, f k = 0
    · exact ⟨0, fun j => ⟨0, by rw [hz j, mul_zero]⟩⟩
    -- any non-vanishing scattering factor serves as the common direction
    obtain ⟨k, hk⟩ := not_forall.mp hz
    have hN : (f k).re * (f k).re + (f k).im * (f k).im ≠ 0 := by
      have hp := Complex.normSq_pos.mpr hk
      rw [Complex.normSq_apply] at hp
      exact hp.ne'
    refine ⟨f k, fun j => ⟨((f j).re * (f k).re + (f j).im * (f k).im) /
      ((f k).re * (f k).re + (f k).im * (f k).im), ?_⟩⟩
    have hj := h j k
    simp only [Complex.mul_im, Complex.conj_re, Complex.conj_im] at hj
    apply Complex.ext
    · rw [Complex.re_ofReal_mul, div_mul_eq_mul_div, eq_div_iff hN]
      linear_combination (-(f k).im) * hj
    · rw [Complex.im_ofReal_mul, div_mul_eq_mul_div, eq_div_iff hN]
      linear_combination (f k).re * hj
  · rintro ⟨c, hc⟩ j k
    obtain ⟨r, hr⟩ := hc j
    obtain ⟨s, hs⟩ := hc k
    rw [hr, hs]
    simp only [Complex.mul_im, Complex.mul_re, Complex.conj_re, Complex.conj_im,
      Complex.ofReal_re, Complex.ofReal_im]
    ring

end

end BijvoetDifference
```

Complex factors alone therefore do not produce a Bijvoet difference. In this model, a structure whose atoms all have the same total scattering factor \(f_j\) gives none, whatever their positions. A program can test the criterion at a given reflection by choosing one non-zero \(f_k\) and checking, within a tolerance, that every \(f_j\overline{f_k}\) is real.

```lean
#print axioms BijvoetDifference.bijvoetDifference_eq
-- 'BijvoetDifference.bijvoetDifference_eq' depends on axioms: [propext, Classical.choice, Quot.sound]
#print axioms BijvoetDifference.bijvoetDifference_two_atoms
-- 'BijvoetDifference.bijvoetDifference_two_atoms' depends on axioms: [propext, Classical.choice, Quot.sound]
#print axioms BijvoetDifference.friedel_iff_common_phase
-- 'BijvoetDifference.friedel_iff_common_phase' depends on axioms: [propext, Classical.choice, Quot.sound]
```
